# The shells without an invariant under the rotations of the cube: l = 1, 2, 3, 5, 7, 11

The shell l = 1 is spanned by x, y and z, so a rotation acts on it by its own 3×3 matrix, with trace 1 + 2 cos θ. Among the 24 rotations of the cube the traces 3, −1, 0 and 1 occur 1, 9, 8 and 6 times. Their average is

(3 − 9 + 0 + 6)/24 = 0,

so no nonzero combination of x, y and z is left unchanged by all 24 rotations. For l = 0 every character is 1, the average is 1, and the constant function is the invariant.

## Averaging the character over 24 rotations

The shell l is spanned by the 2l+1 spherical harmonics Y_lm. A rotation by θ has the character

χ_l(θ) = Σ cos(mθ), m = −l, …, l.

By the standard character formula, the average N_l of χ_l over the group is the number of linearly independent invariants in the shell.

The rotations are the identity (θ = 0), nine half turns, eight rotations by 120° and six by 90°. Their values of cos θ are 1, −1, −1/2 and 0. To find the characters, multiply χ_(l+1) by 2 cos θ and use

2 cos θ cos(mθ) = cos((m+1)θ) + cos((m−1)θ).

The shifted sums run over −l, …, l+2 and −l−2, …, l. Together they cover −l−2, …, l+2 once and −l, …, l once more, so

χ_(l+2) = 2 cos θ χ_(l+1) − χ_l.

With χ_0 = 1 and χ_1 = 1 + 2 cos θ this fixes every χ_l. The four solutions are:

- cos θ = 1: 2l+1, since 2(2l+3) − (2l+1) = 2l+5.
- cos θ = −1: (−1)^l, since −2(−1)^(l+1) − (−1)^l = (−1)^(l+2).
- cos θ = −1/2: c_l = 1, 0, −1, repeating, since c_(l+2) = −c_(l+1) − c_l.
- cos θ = 0: d_l = 1, 1, −1, −1, repeating, since d_(l+2) = −d_l.

Hence

N_l = (2l + 1 + 9(−1)^l + 8c_l + 6d_l)/24.

For l = 4 this is (9 + 9 + 0 + 6)/24 = 1.

Replacing l by l + 12 leaves the periodic terms alone and adds 24 to the numerator, so N_(l+12) = N_l + 1. For l = 0, …, 11 the numerators are

24, 0, 0, 0, 24, 0, 24, 0, 24, 24, 24, 0.

Every N_l is therefore a natural number, and the zeros are l = 1, 2, 3, 5, 7, 11; from l = 12 on, N_l ≥ 1.

In electronic structure, N_l counts the independent angular terms of degree l in a potential around an ideal site whose symmetry is exactly these 24 rotations. If the site also has inversion symmetry, the odd terms, such as the one at l = 9, are excluded.

## Rotations, angles and the count in Lean

```lean
import Mathlib

open Finset

namespace CubicInvariants

noncomputable section
```

A rotation is encoded by a permutation of the axes and three signs, the elements of `ℤˣ`. Axis `j` is sent to plus or minus axis `g.1 j`.

```lean
/-- The signed permutation matrix that permutes the three coordinate axes and
reverses some of them. -/
def signedPerm (g : Equiv.Perm (Fin 3) × (Fin 3 → ℤˣ)) : Matrix (Fin 3) (Fin 3) ℤ :=
  Matrix.of fun i j => if i = g.1 j then (g.2 i : ℤ) else 0
```

Determinant one selects the proper rotations from the 48 signed permutations.

```lean
/-- The proper rotations of the cube: signed permutations of the axes with determinant one. -/
def cubeRotations : Finset (Equiv.Perm (Fin 3) × (Fin 3 → ℤˣ)) :=
  Finset.univ.filter fun g => (signedPerm g).det = 1
```

The angle comes from the trace. Taking it in [0, π] loses nothing, because the character is even in θ.

```lean
/-- The rotation angle `θ` in `[0, π]` read off from the trace `t = 1 + 2 cos θ`. -/
def rotationAngle (t : ℤ) : ℝ := Real.arccos (((t : ℝ) - 1) / 2)
```

In the next sum `m` starts at 0, hence the shift to `m + 1`.

```lean
/-- The character of a rotation by `θ` in the shell of angular momentum `l`: the sum of
`cos (m θ)` over `m = -l, …, l`, with the terms `m` and `-m` combined. -/
def rotChar (l : ℕ) (θ : ℝ) : ℝ := 1 + 2 * ∑ m ∈ range l, Real.cos (((m : ℝ) + 1) * θ)
```

The count is defined as a real-valued average. Its reading as a number of invariants rests on the character formula, which is assumed here: the file constructs neither spherical harmonics nor an invariant subspace.

```lean
/-- The average of the character in the shell `l` over the rotations of the cube. -/
def cubicCount (l : ℕ) : ℝ :=
  (∑ g ∈ cubeRotations, rotChar l (rotationAngle (signedPerm g).trace)) / (cubeRotations.card : ℝ)
```

The sequences c_l and d_l are defined by remainders, and the explicit value of the count by a quotient and a remainder.

```lean
/-- The sequence `1, 0, -1` of period three. -/
def threefold (l : ℕ) : ℤ := if l % 3 = 0 then 1 else if l % 3 = 1 then 0 else -1

/-- The sequence `1, 1, -1, -1` of period four. -/
def fourfold (l : ℕ) : ℤ := if l % 4 < 2 then 1 else -1

/-- The integer part of `l / 12`, plus one unless `l` leaves remainder
1, 2, 3, 5, 7 or 11 modulo 12. -/
def closedCount (l : ℕ) : ℕ :=
  l / 12 + if l % 12 = 1 ∨ l % 12 = 2 ∨ l % 12 = 3 ∨ l % 12 = 5 ∨ l % 12 = 7 ∨ l % 12 = 11
    then 0 else 1
```

## From traces to characters

The number of rotations with each trace is found by direct enumeration, which `decide +kernel` carries out.

```lean
/-- Among the rotations of the cube the traces 3, -1, 0 and 1 occur 1, 9, 8 and 6 times. -/
theorem cubeRotations_traces :
    cubeRotations.val.map (fun g => (signedPerm g).trace) =
      Multiset.replicate 1 3 + Multiset.replicate 9 (-1) +
        Multiset.replicate 8 0 + Multiset.replicate 6 1 := by
  decide +kernel
```

The recurrence is proved by induction on l, where the derivation above shifted sums. The base case is the double-angle formula. In the step, `a`, `b` and `c` express three successive shells through the pairs they add, and the addition formulas for cos(α ± θ), with α = (l+2)θ, let `linear_combination` close the identity.

```lean
/-- Characters of successive shells obey a three-term recurrence in `l`. -/
theorem rotChar_recurrence (l : ℕ) (θ : ℝ) :
    rotChar (l + 2) θ = 2 * Real.cos θ * rotChar (l + 1) θ - rotChar l θ := by
  -- passing to the next shell adds the pair m = ±(l + 1)
  have succ : ∀ k : ℕ, rotChar (k + 1) θ = rotChar k θ + 2 * Real.cos (((k : ℝ) + 1) * θ) := by
    intro k
    simp only [rotChar, Finset.sum_range_succ]
    ring
  induction l with
  | zero =>
    have h0 : rotChar 0 θ = 1 := by simp [rotChar]
    have h1 : rotChar 1 θ = 1 + 2 * Real.cos θ := by simp [rotChar]
    have e : Real.cos ((((1 : ℕ) : ℝ) + 1) * θ) = 2 * Real.cos θ ^ 2 - 1 := by
      rw [← Real.cos_two_mul]
      congr 1
      push_cast
      ring
    have h2 : rotChar 2 θ = rotChar 1 θ + 2 * (2 * Real.cos θ ^ 2 - 1) := by
      rw [← e]
      exact succ 1
    show rotChar 2 θ = 2 * Real.cos θ * rotChar 1 θ - rotChar 0 θ
    rw [h2, h1, h0]
    ring
  | succ l ih =>
    have a : rotChar (l + 3) θ = rotChar (l + 2) θ + 2 * Real.cos (((l : ℝ) + 2) * θ + θ) := by
      have h := succ (l + 2)
      rw [show (((l + 2 : ℕ) : ℝ) + 1) * θ = ((l : ℝ) + 2) * θ + θ by push_cast; ring] at h
      exact h
    have b : rotChar (l + 2) θ = rotChar (l + 1) θ + 2 * Real.cos (((l : ℝ) + 2) * θ) := by
      have h := succ (l + 1)
      rw [show (((l + 1 : ℕ) : ℝ) + 1) * θ = ((l : ℝ) + 2) * θ by push_cast; ring] at h
      exact h
    have c : rotChar (l + 1) θ = rotChar l θ + 2 * Real.cos (((l : ℝ) + 2) * θ - θ) := by
      have h := succ l
      rw [show ((l : ℝ) + 1) * θ = ((l : ℝ) + 2) * θ - θ by ring] at h
      exact h
    rw [Real.cos_add] at a
    rw [Real.cos_sub] at c
    show rotChar (l + 3) θ = 2 * Real.cos θ * rotChar (l + 2) θ - rotChar (l + 1) θ
    linear_combination a - 2 * Real.cos θ * b + c + ih
```

Uniqueness follows by carrying two neighbouring shells through the induction.

```lean
/-- A sequence with the same recurrence and the same first two values as the character
agrees with it in every shell. -/
theorem rotChar_unique (θ : ℝ) (f : ℕ → ℝ) (h0 : f 0 = 1) (h1 : f 1 = 1 + 2 * Real.cos θ)
    (h : ∀ l, f (l + 2) = 2 * Real.cos θ * f (l + 1) - f l) (l : ℕ) : rotChar l θ = f l := by
  have both : rotChar l θ = f l ∧ rotChar (l + 1) θ = f (l + 1) := by
    induction l with
    | zero => exact ⟨by simp [rotChar, h0], by simp [rotChar, h1]⟩
    | succ l ih => exact ⟨ih.2, by rw [rotChar_recurrence, h, ih.1, ih.2]⟩
  exact both.1
```

Each of the four solutions is then checked against the first two values and the recurrence. For c_l and d_l, `omega` settles the cases of the remainder.

```lean
/-- The shell characters for `cos θ = 1, -1, -1/2, 0`, that is for the identity and for
twofold, threefold and fourfold rotations. -/
theorem rotChar_values (l : ℕ) (θ : ℝ) :
    (Real.cos θ = 1 → rotChar l θ = 2 * l + 1) ∧
    (Real.cos θ = -1 → rotChar l θ = (-1) ^ l) ∧
    (Real.cos θ = -1 / 2 → rotChar l θ = threefold l) ∧
    (Real.cos θ = 0 → rotChar l θ = fourfold l) := by
  refine ⟨fun h => ?_, fun h => ?_, fun h => ?_, fun h => ?_⟩
  · refine rotChar_unique θ (fun k => 2 * (k : ℝ) + 1) (by simp) (by norm_num [h]) ?_ l
    intro k
    simp only [h]
    push_cast
    ring
  · refine rotChar_unique θ (fun k => (-1 : ℝ) ^ k) (by simp) (by norm_num [h]) ?_ l
    intro k
    simp only [h]
    ring
  · refine rotChar_unique θ (fun k => (threefold k : ℝ)) (by simp [threefold])
      (by norm_num [h, threefold]) ?_ l
    intro k
    have e : threefold (k + 2) = -threefold (k + 1) - threefold k := by
      unfold threefold
      split_ifs <;> omega
    simp only [h, e]
    push_cast
    ring
  · refine rotChar_unique θ (fun k => (fourfold k : ℝ)) (by simp [fourfold])
      (by norm_num [h, fourfold]) ?_ l
    intro k
    have e : fourfold (k + 2) = -fourfold k := by
      unfold fourfold
      split_ifs <;> omega
    simp only [h, e]
    push_cast
    ring
```

## The formula and its zeros

The summand depends on a rotation only through its trace, so `hs` turns the sum over rotations into a sum over the list of traces. The group order 24 is the length of that list.

```lean
/-- The average of the character over the rotations of the cube, written out with the rotations
grouped by trace. -/
theorem cubicCount_eq (l : ℕ) :
    cubicCount l = (2 * l + 1 + 9 * (-1) ^ l + 8 * threefold l + 6 * fourfold l) / 24 := by
  have hcos : ∀ t : ℤ, -1 ≤ t → t ≤ 3 → Real.cos (rotationAngle t) = ((t : ℝ) - 1) / 2 := by
    intro t h1 h2
    have h1' : (-1 : ℝ) ≤ t := by exact_mod_cast h1
    have h2' : (t : ℝ) ≤ 3 := by exact_mod_cast h2
    exact Real.cos_arccos (by linarith) (by linarith)
  have hcard : cubeRotations.card = 24 := by
    have h := congrArg Multiset.card cubeRotations_traces
    simpa using h
  -- the summand depends on the rotation only through its trace
  have hs : ∑ g ∈ cubeRotations, rotChar l (rotationAngle (signedPerm g).trace) =
      ((cubeRotations.val.map fun g => (signedPerm g).trace).map
        fun t => rotChar l (rotationAngle t)).sum := by
    rw [Multiset.map_map]
    rfl
  have v1 := (rotChar_values l (rotationAngle 3)).1
    (by rw [hcos 3 (by norm_num) (by norm_num)]; norm_num)
  have v2 := (rotChar_values l (rotationAngle (-1))).2.1
    (by rw [hcos (-1) (by norm_num) (by norm_num)]; norm_num)
  have v3 := (rotChar_values l (rotationAngle 0)).2.2.1
    (by rw [hcos 0 (by norm_num) (by norm_num)]; norm_num)
  have v4 := (rotChar_values l (rotationAngle 1)).2.2.2
    (by rw [hcos 1 (by norm_num) (by norm_num)]; norm_num)
  rw [cubicCount, hs, cubeRotations_traces, hcard]
  simp only [Multiset.map_add, Multiset.map_replicate, Multiset.sum_add,
    Multiset.sum_replicate, nsmul_eq_mul, v1, v2, v3, v4]
  push_cast
  ring
```

The numerator is now compared with 24 times `closedCount l`. The case splits and `omega` replace the table of twelve numerators.

```lean
/-- The average character `cubicCount l` equals the explicit natural number `closedCount l`. -/
theorem cubicCount_closed (l : ℕ) : cubicCount l = (closedCount l : ℝ) := by
  have hp : (-1 : ℤ) ^ l = if l % 2 = 0 then 1 else -1 := by
    split_ifs with h
    · exact (Nat.even_iff.mpr h).neg_one_pow
    · exact (Nat.odd_iff.mpr (by omega)).neg_one_pow
  -- integer arithmetic modulo 12
  have key : 2 * (l : ℤ) + 1 + 9 * (-1) ^ l + 8 * threefold l + 6 * fourfold l =
      24 * (closedCount l : ℤ) := by
    rw [hp]
    unfold threefold fourfold closedCount
    split_ifs <;> omega
  have key' : 2 * (l : ℝ) + 1 + 9 * (-1) ^ l + 8 * threefold l + 6 * fourfold l =
      24 * (closedCount l : ℝ) := by
    exact_mod_cast key
  rw [cubicCount_eq, key']
  ring
```

The last theorem states, for every natural number l, that the average is a natural number, that it grows by one over twelve shells, and that it vanishes exactly at the six listed values. All three parts are read off from `closedCount`: adding 12 to l raises the quotient by one and keeps the remainder, and a zero requires both l < 12 and one of the six exceptional remainders.

```lean
/-- The average `cubicCount l` of the character is a natural number, grows by one when `l` grows by
12, and vanishes exactly for `l = 1, 2, 3, 5, 7, 11`. -/
theorem cubic_invariants_count (l : ℕ) :
    (∃ n : ℕ, cubicCount l = n) ∧
    cubicCount (l + 12) = cubicCount l + 1 ∧
    (cubicCount l = 0 ↔ l = 1 ∨ l = 2 ∨ l = 3 ∨ l = 5 ∨ l = 7 ∨ l = 11) := by
  refine ⟨⟨closedCount l, cubicCount_closed l⟩, ?_, ?_⟩
  · have h : closedCount (l + 12) = closedCount l + 1 := by
      have hm : (l + 12) % 12 = l % 12 := by omega
      have hd : (l + 12) / 12 = l / 12 + 1 := by omega
      unfold closedCount
      rw [hm, hd]
      exact Nat.add_right_comm _ _ _
    rw [cubicCount_closed, cubicCount_closed, h, Nat.cast_add, Nat.cast_one]
  · rw [cubicCount_closed, Nat.cast_eq_zero]
    unfold closedCount
    split_ifs with h
    · constructor
      · intro h0
        omega
      · intro h0
        omega
    · constructor
      · intro h0
        exact h0.elim
      · intro h0
        omega

end

end CubicInvariants
```

```lean
#print axioms CubicInvariants.cubeRotations_traces
#print axioms CubicInvariants.cubic_invariants_count
```

```
'CubicInvariants.cubeRotations_traces' depends on axioms: [propext, Classical.choice, Quot.sound]
'CubicInvariants.cubic_invariants_count' depends on axioms: [propext, Classical.choice, Quot.sound]
```
